# A Hermitian product of three positive definite matrices is positive definite

**Q:** Suppose three observables have only positive expectation values, and their product is again an observable. Must the product be positive too? You replace the observables by finite complex matrices and read "positive" as `PosDef`. What does that choice fix?

**A:** The index type `n` labels a finite orthonormal basis. `A.PosDef` says that $A$ is Hermitian and that $x^\dagger A x>0$ for every $x\neq0$; for a nonzero vector $x$, normalised or not, the expectation value in the state it represents is $x^\dagger A x/x^\dagger x$, which has the same sign. The inequality is strict, so a projector other than the identity does not qualify.

```lean
import Mathlib

open Matrix
open scoped ComplexOrder

namespace WignerThreeFactors

variable {n : Type*} [Fintype n]
```

**Q:** And the product?

**A:** Its Hermiticity is assumed: physically, $ABC$ has real expectation values in every state. The claim is that they are then positive for every nonzero vector. This is Wigner's result on products, not his theorem on symmetry transformations.

**Q:** Where would positivity come from? The factors need not commute.

**A:** From a generalized eigenvalue problem. Let $Cy=\mu Ay$ with $\mu$ real and $y\neq0$. Multiplying by $y^\dagger$ gives
$$y^\dagger Cy=\mu\,y^\dagger Ay .$$
Both quadratic forms are positive, so $\mu>0$. In electronic structure the same equation appears when the index labels a nonorthogonal basis instead of an orthonormal one: $A$ is then the overlap matrix and $C$ the Hamiltonian matrix. If the zero of energy is set low enough to make $C$ positive definite, the energies $\mu$ counted from that zero are positive.

In Lean, `*ᵥ` is a matrix acting on a vector. A complex number counts as positive when its real part is positive and its imaginary part is zero; the proof compares the real parts.

```lean
/-- If `C y = μ A y` for positive definite `A` and `C`, a nonzero vector `y` and a real
number `μ`, then `μ` is positive. -/
theorem generalized_eigenvalue_pos {A C : Matrix n n ℂ} (hA : A.PosDef) (hC : C.PosDef)
    {y : n → ℂ} (hy : y ≠ 0) {μ : ℝ} (h : C *ᵥ y = (μ : ℂ) • (A *ᵥ y)) : 0 < μ := by
  have h1 := hC.dotProduct_mulVec_pos hy
  have h2 := hA.dotProduct_mulVec_pos hy
  -- compare the expectation values of both sides in the vector y
  rw [h, dotProduct_smul, smul_eq_mul] at h1
  have h3 := (Complex.lt_def.1 h1).1
  have h4 := (Complex.lt_def.1 h2).1
  rw [Complex.re_ofReal_mul, Complex.zero_re] at h3
  rw [Complex.zero_re] at h4
  exact (mul_pos_iff_of_pos_right h4).1 h3
```

**Q:** That concerns $A$ and $C$. How do you get from eigenvalues to a statement about every vector?

**A:** A Hermitian $K$ has an orthonormal eigenbasis $v_i$ with real eigenvalues $\mu_i$. Writing $x=\sum_i c_iv_i$ gives $x^\dagger Kx=\sum_i\mu_i|c_i|^2$, which is positive for $x\neq0$ if every $\mu_i>0$. The lemma applies its hypothesis to each vector of Mathlib's eigenbasis.

```lean
variable [DecidableEq n]

/-- A Hermitian matrix whose real eigenvalues are all positive is positive definite. -/
theorem posDef_of_eigenvalues {K : Matrix n n ℂ} (hK : K.IsHermitian)
    (h : ∀ (μ : ℝ) (v : n → ℂ), v ≠ 0 → K *ᵥ v = (μ : ℂ) • v → 0 < μ) : K.PosDef := by
  rw [hK.posDef_iff_eigenvalues_pos]
  intro i
  refine h _ (hK.eigenvectorBasis i).ofLp ?_ ?_
  · intro h0
    apply hK.eigenvectorBasis.orthonormal.ne_zero i
    exact (WithLp.ofLp_injective 2) h0
  · rw [hK.mulVec_eigenvectorBasis i]
    funext j
    simp [Complex.real_smul]
```

**Q:** What happens to $B$?

**A:** It is split in two. Diagonalise $B=U\Lambda U^\dagger$ with $U$ unitary and $\Lambda$ the diagonal matrix of eigenvalues, and set $S=\Lambda^{1/2}$, $D=SU^\dagger$. Then
$$D^\dagger D=US^2U^\dagger=B .$$
Since $B$ is invertible, $B^{-1}D^\dagger$ is a left inverse of $D$, and for square matrices that makes $D$ invertible. The Lean proof takes the same steps, writing `ᴴ` for the dagger.

```lean
/-- A positive definite matrix `B` can be written as `D†D` with `D` invertible. -/
theorem exists_factor {B : Matrix n n ℂ} (hB : B.PosDef) :
    ∃ D : Matrix n n ℂ, IsUnit D ∧ Dᴴ * D = B := by
  obtain ⟨U, hU⟩ : ∃ U : Matrix n n ℂ,
      B = U * diagonal (fun i => ((hB.1.eigenvalues i : ℝ) : ℂ)) * star U := by
    refine ⟨(hB.1.eigenvectorUnitary : Matrix n n ℂ), ?_⟩
    have h := hB.1.spectral_theorem
    rw [Unitary.conjStarAlgAut_apply] at h
    exact h
  -- take the square roots of the eigenvalues
  let S : Matrix n n ℂ := diagonal (fun i => ((√(hB.1.eigenvalues i) : ℝ) : ℂ))
  have hS : Sᴴ * S = diagonal (fun i => ((hB.1.eigenvalues i : ℝ) : ℂ)) := by
    simp only [S]
    rw [diagonal_conjTranspose, diagonal_mul_diagonal]
    congr 1
    funext i
    have hsqrt : ∀ r : ℝ, 0 ≤ r → star ((√r : ℝ) : ℂ) * ((√r : ℝ) : ℂ) = (r : ℂ) := by
      intro r hr
      rw [Complex.star_def, Complex.conj_ofReal, ← Complex.ofReal_mul,
        Real.mul_self_sqrt hr]
    exact hsqrt _ (hB.eigenvalues_pos i).le
  have hD : (S * star U)ᴴ * (S * star U) = B := by
    calc (S * star U)ᴴ * (S * star U) = U * (Sᴴ * S) * star U := by
          rw [conjTranspose_mul, ← star_eq_conjTranspose (star U), star_star]
          simp only [Matrix.mul_assoc]
      _ = B := by rw [hS, ← hU]
  obtain ⟨E, hE⟩ := hB.isUnit.exists_left_inv
  have hl : (E * (S * star U)ᴴ) * (S * star U) = 1 := by
    rw [Matrix.mul_assoc, hD, hE]
  exact ⟨S * star U, ⟨⟨_, _, mul_eq_one_comm.1 hl, hl⟩, rfl⟩, hD⟩
```

**Q:** Now put them together.

**A:** Let $M=DA$ and $K=DCM^{-1}$. Because $A^\dagger=A$,
$$M^\dagger KM=AD^\dagger DC=ABC,\qquad K=(M^{-1})^\dagger(ABC)M^{-1}.$$
The second identity makes $K$ Hermitian. If $Kv=\mu v$ with $v\neq0$, put $y=M^{-1}v\neq0$. Then $DCy=\mu v=\mu DAy$, and cancelling $D$ gives $Cy=\mu Ay$, so $\mu>0$. Hence $K$ is positive definite. For $x\neq0$ we have $Mx\neq0$, so
$$x^\dagger ABCx=(Mx)^\dagger K(Mx)>0 .$$

In the code `N` is $M^{-1}$, and `inj` supplies the cancellation of $D$ and the injectivity of $M$. The facts `hKH`, `hKpos` and `hback` are the Hermiticity of $K$, its positivity and the return to $ABC$.

```lean
/-- Wigner's result on products: if a product of three positive definite matrices is Hermitian, then
it is positive definite. -/
theorem wigner_three_factors {A B C : Matrix n n ℂ} (hA : A.PosDef) (hB : B.PosDef)
    (hC : C.PosDef) (hH : (A * B * C).IsHermitian) : (A * B * C).PosDef := by
  have inj : ∀ E F : Matrix n n ℂ, E * F = 1 → Function.Injective F.mulVec := by
    intro E F h x y hxy
    have h' := congrArg E.mulVec hxy
    simpa only [Matrix.mulVec_mulVec, h, Matrix.one_mulVec] using h'
  obtain ⟨D, hD, hDB⟩ := exists_factor hB
  obtain ⟨E, hE⟩ := hD.exists_left_inv
  obtain ⟨N, hMN⟩ := (hD.mul hA.isUnit).exists_right_inv
  have hNM : N * (D * A) = 1 := mul_eq_one_comm.1 hMN
  have hfac : A * B * C = (D * A)ᴴ * (D * C) := by
    rw [conjTranspose_mul, hA.1.eq, ← hDB]
    simp only [Matrix.mul_assoc]
  -- K is the product seen in the frame changed by M = D A
  have hK : Nᴴ * (A * B * C) * N = D * C * N := by
    calc Nᴴ * (A * B * C) * N = (D * A * N)ᴴ * (D * C * N) := by
          rw [hfac, conjTranspose_mul (D * A) N]
          simp only [Matrix.mul_assoc]
      _ = D * C * N := by rw [hMN, conjTranspose_one, Matrix.one_mul]
  have hKH : (D * C * N).IsHermitian := by
    rw [← hK]
    exact isHermitian_conjTranspose_mul_mul N hH
  have hKpos : (D * C * N).PosDef := by
    refine posDef_of_eigenvalues hKH fun μ v hv hμ => ?_
    have hv' : (D * A) *ᵥ (N *ᵥ v) = v := by
      rw [Matrix.mulVec_mulVec, hMN, Matrix.one_mulVec]
    have hy : N *ᵥ v ≠ 0 := by
      intro h0
      rw [h0, Matrix.mulVec_zero] at hv'
      exact hv hv'.symm
    -- an eigenvector of K solves the generalized problem C y = μ A y
    refine generalized_eigenvalue_pos hA hC hy (inj E D hE ?_)

    rw [Matrix.mulVec_smul, Matrix.mulVec_mulVec (N *ᵥ v) D A, hv', ← hμ]
    simp only [Matrix.mulVec_mulVec, Matrix.mul_assoc]
  have hback : A * B * C = (D * A)ᴴ * (D * C * N) * (D * A) := by
    rw [hfac, Matrix.mul_assoc, Matrix.mul_assoc (D * C) N, hNM, Matrix.mul_one]
  rw [hback]
  exact hKpos.conjTranspose_mul_mul_same (inj N (D * A) hNM)
```

**Q:** How would I recognise a Hermitian product in practice?

**A:** Reverse it. Since $(ABC)^\dagger=CBA$, the product is positive definite exactly when $ABC=CBA$.

```lean
/-- A product of three positive definite matrices is positive definite exactly when
reversing the order of the factors leaves it unchanged. -/
theorem posDef_iff_reversal {A B C : Matrix n n ℂ} (hA : A.PosDef) (hB : B.PosDef)
    (hC : C.PosDef) : (A * B * C).PosDef ↔ A * B * C = C * B * A := by
  have hrev : (A * B * C)ᴴ = C * B * A := by
    rw [conjTranspose_mul, conjTranspose_mul, hA.1.eq, hB.1.eq, hC.1.eq, Matrix.mul_assoc]
  constructor
  · intro h
    rw [← hrev, h.1.eq]
  · intro h
    exact wigner_three_factors hA hB hC (hrev.trans h.symm)
```

**Q:** Perhaps that only happens when the factors commute.

**A:** It doesn't, as real symmetric $2\times2$ matrices show. `realSym a b d` has diagonal $a,d$ and off-diagonal entry $b$.

```lean
/-- The real symmetric 2 by 2 matrix with diagonal `a`, `d` and off-diagonal entry `b`,
regarded as a complex matrix. -/
def realSym (a b d : ℝ) : Matrix (Fin 2) (Fin 2) ℂ := !![(a : ℂ), b; b, d]

/-- Every real symmetric 2 by 2 matrix is Hermitian. -/
theorem realSym_isHermitian (a b d : ℝ) : (realSym a b d).IsHermitian :=
  Matrix.IsHermitian.ext fun i j => by
    fin_cases i <;> fin_cases j <;> simp [realSym]
```

To test positivity, let $R$ be this matrix and $x=(x_0,x_1)$ a complex vector, and complete the square:
$$a\,x^\dagger Rx=|ax_0+bx_1|^2+(ad-b^2)|x_1|^2 .$$
If $a>0$ and $ad-b^2>0$, this is positive for $x_1\neq0$; for $x_1=0$, $x^\dagger Rx=a|x_0|^2>0$. Lean treats the same two cases in real and imaginary parts.

```lean
/-- A real symmetric 2 by 2 matrix with positive upper left entry and positive determinant
is positive definite. -/
theorem realSym_posDef {a b d : ℝ} (ha : 0 < a) (hdet : 0 < a * d - b ^ 2) :
    (realSym a b d).PosDef := by
  rw [Matrix.posDef_iff_dotProduct_mulVec]
  refine ⟨realSym_isHermitian a b d, ?_⟩
  intro x hx
  have key : 0 < a * ((x 0).re ^ 2 + (x 0).im ^ 2)
      + 2 * b * ((x 0).re * (x 1).re + (x 0).im * (x 1).im)
      + d * ((x 1).re ^ 2 + (x 1).im ^ 2) := by
    by_cases h1 : x 1 = 0
    · have h0 : x 0 ≠ 0 := fun h0 => hx (by
        funext i
        fin_cases i
        · exact h0
        · exact h1)
      have hp := mul_pos ha (Complex.normSq_pos.2 h0)
      rw [Complex.normSq_apply] at hp
      rw [h1, Complex.zero_re, Complex.zero_im]
      linarith
    · -- complete the square after multiplying by a
      have hp := mul_pos hdet (Complex.normSq_pos.2 h1)
      rw [Complex.normSq_apply] at hp
      refine (mul_pos_iff_of_pos_left ha).1 ?_
      linarith [sq_nonneg (a * (x 0).re + b * (x 1).re),
        sq_nonneg (a * (x 0).im + b * (x 1).im)]
  rw [Complex.lt_def]
  constructor
  · simp [realSym, dotProduct, Matrix.mulVec, Fin.sum_univ_two]
    linarith
  · simp [realSym, dotProduct, Matrix.mulVec, Fin.sum_univ_two]
    ring
```

The next three matrices are positive definite and pairwise noncommuting, and their product is the Hermitian matrix `realSym 3 6 18`. Lean multiplies out the entries and compares the upper right ones to refute commutation.

```lean
/-- Three explicit positive definite matrices, no two of which commute, have a Hermitian
product. -/
theorem wigner_three_factors_witness :
    (realSym 1 0 2).PosDef ∧ (realSym 2 1 2).PosDef ∧ (realSym 1 1 4).PosDef ∧
    (realSym 1 0 2 * realSym 2 1 2 * realSym 1 1 4).IsHermitian ∧
    realSym 1 0 2 * realSym 2 1 2 ≠ realSym 2 1 2 * realSym 1 0 2 ∧
    realSym 2 1 2 * realSym 1 1 4 ≠ realSym 1 1 4 * realSym 2 1 2 ∧
    realSym 1 0 2 * realSym 1 1 4 ≠ realSym 1 1 4 * realSym 1 0 2 := by
  have hprod : realSym 1 0 2 * realSym 2 1 2 * realSym 1 1 4 = realSym 3 6 18 := by
    ext i j
    fin_cases i <;> fin_cases j <;>
      norm_num [realSym, Matrix.mul_apply, Fin.sum_univ_two]
  refine ⟨realSym_posDef (by norm_num) (by norm_num),
    realSym_posDef (by norm_num) (by norm_num),
    realSym_posDef (by norm_num) (by norm_num),
    hprod ▸ realSym_isHermitian 3 6 18, ?_, ?_, ?_⟩ <;>
  · intro h
    have h01 := congrFun (congrFun h 0) 1
    norm_num [realSym, Matrix.mul_apply, Fin.sum_univ_two] at h01
```

**Q:** Does it continue to four factors?

**A:** No. Here four positive definite matrices multiply to $\mathrm{diag}(-60,-900)$, whose negative diagonal rules out positivity.

```lean
/-- Four factors are too many: the product of these four positive definite matrices is
the Hermitian matrix diag(-60, -900), which is not positive definite. -/
theorem four_factors_fail :
    (realSym 10 12 15).PosDef ∧ (realSym 21 (-18) 16).PosDef ∧
    (realSym 190 60 19).PosDef ∧ (realSym 52 (-165) 525).PosDef ∧
    realSym 10 12 15 * realSym 21 (-18) 16 * realSym 190 60 19 * realSym 52 (-165) 525
      = realSym (-60) 0 (-900) ∧
    (realSym (-60) 0 (-900)).IsHermitian ∧ ¬ (realSym (-60) 0 (-900)).PosDef := by
  refine ⟨realSym_posDef (by norm_num) (by norm_num),
    realSym_posDef (by norm_num) (by norm_num),
    realSym_posDef (by norm_num) (by norm_num),
    realSym_posDef (by norm_num) (by norm_num), ?_, realSym_isHermitian _ _ _, ?_⟩
  · ext i j
    fin_cases i <;> fin_cases j <;>
      norm_num [realSym, Matrix.mul_apply, Fin.sum_univ_two]
  · intro h
    -- a positive definite matrix has a positive diagonal
    have h00 := (Complex.lt_def.1 (h.diag_pos (i := 0))).1
    norm_num [realSym] at h00

end WignerThreeFactors
```

```lean
#print axioms WignerThreeFactors.wigner_three_factors
#print axioms WignerThreeFactors.posDef_iff_reversal
#print axioms WignerThreeFactors.four_factors_fail
```

```
'WignerThreeFactors.wigner_three_factors' depends on axioms: [propext, Classical.choice, Quot.sound]
'WignerThreeFactors.posDef_iff_reversal' depends on axioms: [propext, Classical.choice, Quot.sound]
'WignerThreeFactors.four_factors_fail' depends on axioms: [propext, Classical.choice, Quot.sound]
```

**Q:** So may I apply the theorem to my actual operators?

**A:** To their finite matrices, if those satisfy the hypotheses. The step left to you is from matrices to operators on an infinite-dimensional space: the truncated matrix of a product is generally not the product of the truncated matrices.
